# When a linear isometry fixes b and anticommutes with A, odd minimal-residual steps do not lower the residual

I take two sites joined by a hopping amplitude, which I set to 1, and solve $Ay=b$ with

$$A=\begin{pmatrix}0&1\\1&0\end{pmatrix},\qquad b=\begin{pmatrix}1\\0\end{pmatrix}.$$

The first minimal-residual step searches along $b$. With $y=cb$ the residual is $b-Ay=(1,-c)$, its norm is $\sqrt{1+c^2}$, and the best choice is $c=0$: the step does nothing. The second step may also use $Ab=(0,1)$, and it solves the system exactly. On a longer chain, with no on-site energies and the source on one sublattice, I see the same staircase: the residual never drops at an odd step. Is my solver broken, or does the problem force this?

## The odd step can only add an orthogonal part to the residual

The problem forces it. On your chain, let $S$ multiply the amplitudes by $+1$ on the sublattice of the source and by $-1$ on the other. Then $S$ is linear and preserves norms, $Sb=b$, and $SA=-AS$, because each hop changes the sublattice. Nothing else about the chain is needed.

Write $K_k(A,b)$ for the span of the vectors $A^jb$ with $0\le j<k$, so that $K_0=\{0\}$, and let

$$\rho_k(A)=\inf_{y\in K_k(A,b)}\|b-Ay\|$$

be the minimal residual of step $k$. The claim is $\rho_{2m+1}(A)=\rho_{2m}(A)$ for every $m\ge 0$.

**Parity.** Two applications of $A$ restore the sign: $SA^2x=-ASAx=A^2Sx$. Since $Sb=b$, it follows that $SA^{2i}b=A^{2i}b$ for every $i$. Call a vector even if $S$ fixes it. All vectors of $K_m(A^2,b)$ are then even.

**Splitting a trial vector.** Take $y=\sum_{j=0}^{2m}c_jA^jb$ in $K_{2m+1}(A,b)$ and sort the powers by parity:

$$y=e+Az,\qquad e=\sum_{i=0}^{m}c_{2i}A^{2i}b,\qquad z=\sum_{i=0}^{m-1}c_{2i+1}A^{2i}b.$$

Both $e$ and $z$ are even, and $z\in K_m(A^2,b)$. The vector $Az$ contains powers up to $2m-1$ only, so it lies in $K_{2m}(A,b)$.

**Splitting the residual.** We have $b-Ay=u-v$ with $u=b-A^2z$ and $v=Ae$. Here $Su=u$ and $Sv=-ASe=-v$. An isometry preserves inner products, so

$$\langle u,v\rangle=\langle Su,Sv\rangle=-\langle u,v\rangle=0,$$

and therefore

$$\|b-Ay\|^2=\|b-A^2z\|^2+\|Ae\|^2.$$

The even part $e$ of the trial vector never helps. The newest direction, $A^{2m}b$, belongs to that part.

**Closing the circle.** Three inequalities follow:

- $\rho_{2m+1}(A)\le\rho_{2m}(A)$, because the search space has grown.
- $\rho_{2m}(A)\le\rho_m(A^2)$, because each $z\in K_m(A^2,b)$ supplies the trial vector $Az\in K_{2m}(A,b)$ with residual $b-A^2z$.
- $\rho_m(A^2)\le\rho_{2m+1}(A)$, because the split residual gives $\|b-Ay\|\ge\|b-A^2z\|$.

All three numbers are thus equal. In particular, $2m$ steps with $A$ reach exactly the residual of $m$ steps with $A^2$.

If $A$ is injective, the minimisers themselves are restricted. Let $y=e+Az$ attain $\rho_{2m+1}(A)$. Since $Az$ is a trial vector of step $2m$, we get $\|b-A^2z\|\ge\rho_{2m}(A)=\|b-Ay\|$. The split residual then leaves $\|Ae\|=0$, hence $e=0$, and $y=Az$ was already available at step $2m$.

## Where this meets linear response

For non-interacting electrons on a finite bipartite lattice with no on-site energies and with hopping only between the sublattices, the Sternheimer equation of a nondegenerate zero-energy state under an on-site perturbation has this structure: the operator is the Hamiltonian itself, and the right-hand side lives on one sublattice. This Hamiltonian annihilates the zero-energy state, so it is not injective: the equality of residuals holds as it stands, while the statement about minimisers applies on the orthogonal complement of that state, which contains the right-hand side. On-site energies or a nonzero energy shift generally spoil $SA=-AS$ for this $S$. In practice, a stopping rule that reads one unchanged residual as stagnation can quit too early; in your two-site problem it would quit one step before the exact solution.

The same argument also handles a source with $Sb=-b$: replace $S$ by $-S$, which is again an isometry that anticommutes with $A$ and now fixes $b$. A source on the other sublattice gives the same staircase.

Anticommutation alone, with no condition on $b$, is not enough. Keep your two-site $A$ and take $b=(1,1)$. Then $Ab=b$, and the first step lowers the residual from $\sqrt2$ to $0$.

## The definitions and theorems in Lean

```lean
import Mathlib

namespace WastedMinimalResidualSteps

noncomputable section

variable {𝕜 E : Type*} [RCLike 𝕜] [NormedAddCommGroup E] [InnerProductSpace 𝕜 E]

/-- The Krylov space of step `k`: the span of `b, A b, ..., A^(k-1) b`. -/
def krylov (A : E →ₗ[𝕜] E) (b : E) (k : ℕ) : Submodule 𝕜 E :=
  Submodule.span 𝕜 {x | ∃ j < k, (A ^ j) b = x}

/-- The minimal residual of step `k`: the infimum of `‖b - A y‖` over the Krylov space. -/
def minRes (A : E →ₗ[𝕜] E) (b : E) (k : ℕ) : ℝ :=
  ⨅ y : krylov A b k, ‖b - A (y : E)‖

/-- The vector `A^j b` belongs to every Krylov space of step `k > j`. -/
theorem pow_mem_krylov (A : E →ₗ[𝕜] E) (b : E) {j k : ℕ} (h : j < k) :
    (A ^ j) b ∈ krylov A b k :=
  Submodule.subset_span ⟨j, h, rfl⟩

/-- The minimal residual is at most the residual of any trial vector in the Krylov space. -/
theorem minRes_le (A : E →ₗ[𝕜] E) (b : E) {k : ℕ} {y : E} (hy : y ∈ krylov A b k) :
    minRes A b k ≤ ‖b - A y‖ :=
  ciInf_le (f := fun y : krylov A b k => ‖b - A (y : E)‖)
    ⟨0, by rintro _ ⟨y, rfl⟩; exact norm_nonneg _⟩ ⟨y, hy⟩

/-- If the linear isometry `S` anticommutes with `A` and fixes `b`, it fixes every vector `z` of the
`m`-step Krylov space of `A²`, and `A z` lies in the `2m`-step Krylov space of `A`. -/
theorem even_sector (S : E →ₗᵢ[𝕜] E) (A : E →ₗ[𝕜] E) {b : E}
    (hA : ∀ x, S (A x) = -A (S x)) (hb : S b = b) {m : ℕ} {z : E}
    (hz : z ∈ krylov (A ^ 2) b m) : S z = z ∧ A z ∈ krylov A b (2 * m) := by
  -- two applications of `A` restore the parity
  have key : ∀ x, S x = x → S ((A ^ 2) x) = (A ^ 2) x := by
    intro x hx
    rw [pow_two, Module.End.mul_apply, hA, hA, hx, map_neg, neg_neg]
  unfold krylov at hz
  induction hz using Submodule.span_induction with
  | mem x hx =>
    obtain ⟨j, hj, rfl⟩ := hx
    constructor
    · clear hj
      induction j with
      | zero => simpa using hb
      | succ j ih =>
        rw [pow_succ' (A ^ 2) j, Module.End.mul_apply]
        exact key _ ih
    · have h := pow_mem_krylov A b (show 2 * j + 1 < 2 * m by omega)
      rwa [pow_succ' A (2 * j), pow_mul, Module.End.mul_apply] at h
  | zero => exact ⟨map_zero S, by rw [map_zero]; exact Submodule.zero_mem _⟩
  | add x y _ _ hx hy =>
    exact ⟨by rw [map_add, hx.1, hy.1],
      by rw [map_add]; exact Submodule.add_mem _ hx.2 hy.2⟩
  | smul c x _ hx =>
    exact ⟨by rw [S.map_smul, hx.1],
      by rw [A.map_smul]; exact Submodule.smul_mem _ c hx.2⟩

/-- If the linear isometry `S` anticommutes with `A` and fixes `b`, each trial vector of step `2m+1`
is a vector fixed by `S` plus `A z`, with `z` in the `m`-step Krylov space of `A²`. -/
theorem krylov_split (S : E →ₗᵢ[𝕜] E) (A : E →ₗ[𝕜] E) {b : E}
    (hA : ∀ x, S (A x) = -A (S x)) (hb : S b = b) {m : ℕ} {y : E}
    (hy : y ∈ krylov A b (2 * m + 1)) :
    ∃ e, S e = e ∧ ∃ z ∈ krylov (A ^ 2) b m, y = e + A z := by
  unfold krylov at hy
  induction hy using Submodule.span_induction with
  | mem x hx =>
    obtain ⟨j, hj, rfl⟩ := hx
    rcases Nat.even_or_odd' j with ⟨i, rfl | rfl⟩
    · exact ⟨((A ^ 2) ^ i) b,
        (even_sector S A hA hb (pow_mem_krylov (A ^ 2) b (Nat.lt_succ_self i))).1,
        0, Submodule.zero_mem _, by rw [pow_mul, map_zero, add_zero]⟩
    · exact ⟨0, map_zero S, ((A ^ 2) ^ i) b, pow_mem_krylov (A ^ 2) b (by omega),
        by rw [pow_succ' A (2 * i), pow_mul, Module.End.mul_apply, zero_add]⟩
  | zero => exact ⟨0, map_zero S, 0, Submodule.zero_mem _, by rw [map_zero, add_zero]⟩
  | add x y _ _ hx hy =>
    obtain ⟨e, he, z, hz, rfl⟩ := hx
    obtain ⟨e', he', z', hz', rfl⟩ := hy
    exact ⟨e + e', by rw [map_add, he, he'], z + z', Submodule.add_mem _ hz hz',
      by rw [map_add]; abel⟩
  | smul c x _ hx =>
    obtain ⟨e, he, z, hz, rfl⟩ := hx
    exact ⟨c • e, by rw [S.map_smul, he], c • z, Submodule.smul_mem _ c hz,
      by rw [A.map_smul, smul_add]⟩

/-- Let the linear isometry `S` anticommute with `A` and fix `b`, `e` and `z`. Then the squared
residual of `e + A z` is the squared residual of `A z` plus `‖A e‖²`. -/
theorem residual_pythagoras (S : E →ₗᵢ[𝕜] E) (A : E →ₗ[𝕜] E) {b e z : E}
    (hA : ∀ x, S (A x) = -A (S x)) (hb : S b = b) (he : S e = e) (hz : S z = z) :
    ‖b - A (e + A z)‖ ^ 2 = ‖b - A (A z)‖ ^ 2 + ‖A e‖ ^ 2 := by
  have hu : S (b - A (A z)) = b - A (A z) := by
    rw [map_sub, hb, hA, hA, hz, map_neg, neg_neg]
  have hv : S (A e) = -A e := by rw [hA, he]
  have hr : b - A (e + A z) = (b - A (A z)) - A e := by rw [map_add]; abel
  -- `S` exchanges the sum and the difference of the two parts, so their norms agree
  have hn : ‖(b - A (A z)) + A e‖ = ‖(b - A (A z)) - A e‖ := by
    rw [← S.norm_map ((b - A (A z)) - A e), map_sub S (b - A (A z)) (A e), hu, hv,
      sub_neg_eq_add]
  have h := parallelogram_law_with_norm 𝕜 (b - A (A z)) (A e)
  rw [hn] at h
  rw [hr]
  linear_combination h / 2

/-- If a linear isometry `S` anticommutes with `A` and fixes `b`, the minimal residuals of steps
`2m+1` and `2m` are equal, and both equal the minimal residual of step `m` for `A²`. -/
theorem every_second_step_wasted (S : E →ₗᵢ[𝕜] E) (A : E →ₗ[𝕜] E) {b : E}
    (hA : ∀ x, S (A x) = -A (S x)) (hb : S b = b) (m : ℕ) :
    minRes A b (2 * m + 1) = minRes A b (2 * m) ∧
      minRes A b (2 * m) = minRes (A ^ 2) b m := by
  -- a larger space cannot have a larger minimal residual
  have hsub : krylov A b (2 * m) ≤ krylov A b (2 * m + 1) := by
    unfold krylov
    apply Submodule.span_mono
    rintro x ⟨j, hj, h⟩
    exact ⟨j, by omega, h⟩
  have h1 : minRes A b (2 * m + 1) ≤ minRes A b (2 * m) :=
    le_ciInf fun y => minRes_le A b (hsub y.2)
  -- trial vectors `A z` reproduce the residuals of `A²`
  have h2 : minRes A b (2 * m) ≤ minRes (A ^ 2) b m := by
    refine le_ciInf fun z => ?_
    have h := minRes_le A b (even_sector S A hA hb z.2).2
    have hsq : ∀ x : E, (A ^ 2) x = A (A x) := by
      intro x
      rw [pow_two, Module.End.mul_apply]
    rw [hsq]
    exact h
  -- dropping the even part of a trial vector does not increase the residual
  have h3 : minRes (A ^ 2) b m ≤ minRes A b (2 * m + 1) := by
    refine le_ciInf fun y => ?_
    obtain ⟨e, he, z, hz, hy⟩ := krylov_split S A hA hb y.2
    have h := minRes_le (A ^ 2) b hz
    rw [pow_two, Module.End.mul_apply] at h
    have hp := residual_pythagoras S A hA hb he (even_sector S A hA hb hz).1
    rw [hy, pow_two A]
    refine h.trans ((sq_le_sq₀ (norm_nonneg _) (norm_nonneg _)).mp ?_)
    rw [hp]
    exact le_add_of_nonneg_right (sq_nonneg _)
  exact ⟨le_antisymm h1 (h2.trans h3), le_antisymm h2 (h3.trans h1)⟩

/-- If a linear isometry `S` anticommutes with `A` and fixes `b`, and `A` is injective, then every
minimiser of the residual over the Krylov space of step `2m+1` already lies in the Krylov space of
step `2m`. -/
theorem minimiser_mem_previous (S : E →ₗᵢ[𝕜] E) (A : E →ₗ[𝕜] E) {b : E}
    (hA : ∀ x, S (A x) = -A (S x)) (hb : S b = b) (hinj : Function.Injective A)
    {m : ℕ} {y : E} (hy : y ∈ krylov A b (2 * m + 1))
    (hmin : ‖b - A y‖ = minRes A b (2 * m + 1)) : y ∈ krylov A b (2 * m) := by
  obtain ⟨e, he, z, hz, rfl⟩ := krylov_split S A hA hb hy
  obtain ⟨hSz, hAz⟩ := even_sector S A hA hb hz
  have hp := residual_pythagoras S A hA hb he hSz
  have hle := minRes_le A b hAz
  rw [← (every_second_step_wasted S A hA hb m).1, ← hmin] at hle
  -- minimality leaves no room for the even part
  have h0 : ‖A e‖ = 0 := by
    nlinarith [norm_nonneg (A e), norm_nonneg (b - A (e + A z)), norm_nonneg (b - A (A z))]
  have he0 : e = 0 := hinj (by rw [norm_eq_zero.mp h0, map_zero])
  rwa [he0, zero_add]

/-- The quarter turn of the plane, multiplication by `i` as a real-linear map. -/
def quarterTurn : ℂ →ₗ[ℝ] ℂ := LinearMap.mulLeft ℝ Complex.I

/-- In the real plane `ℂ`, complex conjugation anticommutes with the quarter turn and fixes
`b = 1`; the minimal residual is 1 after one step and 0 after two. -/
theorem every_second_step_wasted_witness :
    (∀ x, Complex.conjLIE.toLinearIsometry (quarterTurn x) =
      -quarterTurn (Complex.conjLIE.toLinearIsometry x)) ∧
    Complex.conjLIE.toLinearIsometry 1 = 1 ∧
    minRes quarterTurn 1 1 = 1 ∧ minRes quarterTurn 1 2 = 0 := by
  have hA : ∀ x, Complex.conjLIE.toLinearIsometry (quarterTurn x) =
      -quarterTurn (Complex.conjLIE.toLinearIsometry x) := by
    intro x
    simp [quarterTurn]
  have hb : Complex.conjLIE.toLinearIsometry 1 = 1 := by simp
  refine ⟨hA, hb, ?_, ?_⟩
  · -- the first step is wasted, so the residual is still that of `y = 0`
    have h := (every_second_step_wasted _ quarterTurn hA hb 0).1
    simp only [Nat.mul_zero, Nat.zero_add] at h
    rw [h]
    apply le_antisymm
    · simpa using minRes_le quarterTurn 1 (Submodule.zero_mem (krylov quarterTurn 1 0))
    · refine le_ciInf fun y => ?_
      have hy : (y : ℂ) = 0 := by simpa [krylov] using y.2
      rw [hy]
      simp
  · apply le_antisymm
    · -- the exact solution is `y = -i`
      have h := minRes_le quarterTurn 1
        (Submodule.neg_mem _ (pow_mem_krylov quarterTurn 1 (show 1 < 2 by norm_num)))
      simpa [quarterTurn] using h
    · exact le_ciInf fun y => norm_nonneg _

end

end WastedMinimalResidualSteps
```

```lean
#print axioms WastedMinimalResidualSteps.minimiser_mem_previous
```

```
'WastedMinimalResidualSteps.minimiser_mem_previous' depends on axioms: [propext, Classical.choice, Quot.sound]
```

The scalars `𝕜` are real or complex, and `E` is an inner-product space over them, of any dimension. The operator `A : E →ₗ[𝕜] E` is merely linear; it need not be symmetric. The type `E →ₗᵢ[𝕜] E` makes `S` a linear isometry. The hypothesis `hA` is $SA=-AS$ and `hb` is $Sb=b$. The sublattice sign also satisfies $S^2=1$, but the theorems do not require it.

`krylov A b k` is $K_k(A,b)$, and `minRes A b k` is $\rho_k(A)$, an infimum of real numbers bounded below by zero. `every_second_step_wasted` states $\rho_{2m+1}(A)=\rho_{2m}(A)$ and $\rho_{2m}(A)=\rho_m(A^2)$ for every natural number `m`. At `m = 0` it says that the first step leaves the residual at $\|b\|$. `minimiser_mem_previous` adds injectivity of `A` and takes as given, in `hmin`, that `y` attains the infimum.

These statements concern the best residual in each search space, not a particular algorithm, its rounding errors or its preconditioner. They do not promise progress at even steps either. The search starts from $y=0$; with another initial guess, $b$ stands for the initial residual, and that is the vector `S` has to fix.

`every_second_step_wasted_witness` gives a concrete instance in the plane `ℂ` with real scalars, where complex conjugation is linear. The operator is multiplication by $i$, $S$ is conjugation and $b=1$. The residual is 1 after one step and 0 after two, the same pattern as in your two-site problem.

## From parity to the equal residuals in the proof

Two short lemmas prepare the ground: `pow_mem_krylov` places $A^jb$ in every $K_k(A,b)$ with $k>j$, and `minRes_le` bounds the infimum by the residual of any trial vector.

`even_sector` is the parity step. Its local claim `key` says that $A^2$ maps even vectors to even vectors. Induction over the span then carries two properties from the generators to all of $K_m(A^2,b)$: $Sz=z$, and $Az\in K_{2m}(A,b)$.

`krylov_split` produces $y=e+Az$. Instead of sorting a sum with coefficients, it again uses induction over the span. A generator $A^jb$ goes into $e$ if $j$ is even and into $Az$ if $j$ is odd, which is the case distinction by `Nat.even_or_odd'`; sums and scalar multiples keep the form.

`residual_pythagoras` proves the split of the squared residual by a slightly different route from the inner product above. Since $S(u-v)=u+v$, the norms of $u+v$ and $u-v$ agree. The parallelogram law

$$\|u+v\|^2+\|u-v\|^2=2\|u\|^2+2\|v\|^2$$

then gives $\|u-v\|^2=\|u\|^2+\|v\|^2$, and `linear_combination h / 2` carries out the halving.

In `every_second_step_wasted`, `h1`, `h2` and `h3` are the three inequalities in the order listed above. Each uses `le_ciInf`: a number that is at most every trial residual is at most their infimum. For `h3`, `sq_le_sq₀` passes from squared norms to norms. Two uses of `le_antisymm` close the circle.

`minimiser_mem_previous` follows the argument for injective $A$: `nlinarith` obtains $\|Ae\|=0$ from the split residual and minimality, and `hinj` turns this into $e=0$. In the witness, the value after one step comes from the main theorem at $m=0$, and the value after two steps from the trial vector $y=-i$, which solves $iy=1$.
